# For a unit vector $f$ and symmetric positive definite $K$, the survival $\langle f,e^{-tK}f\rangle$ has a mean lifetime no shorter than its inverse initial flux

I describe the loss of a reactant by a symmetric positive definite matrix $K$ and a unit vector $f$, and I take $S(t)=\langle f,e^{-tK}f\rangle$ as the survival probability. The initial reactive flux is then $-S'(0)$, and the mean lifetime is $\int_0^\infty S(t)\,dt$. The flux needs only short times, so I would like to use its inverse as an estimate of the lifetime. But the flux is a property of one instant and the lifetime depends on the whole decay. Can the estimate be too long as well as too short, and when is it exact?

## The estimate can only be too short

It is never too long, and it is exact precisely when $f$ is an eigenvector of $K$. There is also a ceiling: if $l$ is the least eigenvalue of $K$, the lifetime is at most $1/l$.

In the usual kinetic reading, $f_i^2>0$ is the equilibrium population of reactant state $i$, and the populations obey $\dot p=Wp$ with $W_{ij}=-f_iK_{ij}/f_j$. Symmetry of $K$ is then detailed balance, and positive definiteness means that no combination of states is trapped forever. Started from $p_i=f_i^2$, the total surviving population is $S(t)$. This translation is background: the Lean file starts from $K$ and $f$.

### Two averages over the decay modes

Diagonalise $K=U\,\mathrm{diag}(k)\,U^T$ with $U$ orthogonal and all $k_i>0$, and let $c=U^Tf$ be the mode amplitudes. Since $f$ is a unit vector, $\sum_i c_i^2=1$. The exponential acts on each mode separately, so

$$S(t)=\sum_i e^{-k_it}c_i^2 .$$

Differentiating at $t=0$ gives the flux, which I call $a$. Integrating each exponential, with $\int_0^\infty e^{-k_it}dt=1/k_i$, gives the lifetime $b$:

$$a=-S'(0)=\sum_i k_ic_i^2=\langle f,Kf\rangle,\qquad b=\int_0^\infty S\,dt=\sum_i \frac{c_i^2}{k_i}=\langle f,K^{-1}f\rangle .$$

The flux is thus the mean rate, and the lifetime is the mean inverse rate, with the same weights $c_i^2$. For a given weight, a fast mode contributes more to the first and a slow mode more to the second.

For the lower bound, expand a sum of nonnegative terms:

$$\sum_i\frac{(k_i-a)^2c_i^2}{k_i}=\sum_i k_ic_i^2-2a\sum_i c_i^2+a^2\sum_i\frac{c_i^2}{k_i}=a-2a+a^2b=a(ab-1).$$

Since $a>0$, this gives $ab\ge1$, that is, $1/a\le b$. If equality holds, every term vanishes, so $k_ic_i=ac_i$ for all $i$, which says $Kf=af$. Conversely, if $Kf=\mu f$, then $k_ic_i=\mu c_i$ for all $i$. Multiplying by $c_i$ and summing gives $a=\mu$, so every term of the sum is zero and $ab=1$.

For the upper bound, use $k_i\ge l>0$:

$$0\le\sum_i\frac{(k_i-l)c_i^2}{k_i}=\sum_i c_i^2-l\sum_i\frac{c_i^2}{k_i}=1-lb .$$

Hence $b\le1/l$. Equality holds exactly when $(k_i-l)c_i^2=0$ for all $i$, which is the same as $Kf=lf$.

### What the Lean theorem says

The final theorem is `inverse_flux_le_meanLifetime_le`. The states form a finite type `n`, `K` is a real matrix indexed by it, and `f : n → ℝ` is a real vector. The symbol `⬝ᵥ` is the dot product and `*ᵥ` applies a matrix to a vector.

- `hK : K.PosDef` says that $K$ is symmetric and that $\langle x,Kx\rangle>0$ for every $x\ne0$.
- `hf : f ⬝ᵥ f = 1` is the normalisation $S(0)=1$.
- `decayRates K` is the set of real eigenvalues, and `hl : IsLeast (decayRates K) l` says that $l$ belongs to this set and that no member is smaller.

The flux and the lifetime are not postulated as matrix elements. `initialFlux` is minus the derivative of `survival K f` at zero, and `meanLifetime` is the integral of `survival K f` over positive times. The sign convention is that $K$ is minus the generator, so its eigenvalues are decay rates.

The conclusion has four parts: the lower bound, the upper bound, and the equality condition for each.

For a finite-state kinetic model with detailed balance, started from equilibrium within the reactant, the result turns the initial flux into a lower bound on the mean first-passage time to absorption. The flux must be its value at time zero: it decreases with time, and the inverse of a later flux can exceed the lifetime, as it does for a single exponential. From a different initial distribution the lower bound can fail: a population placed entirely in a state with no direct exit from the reactant has zero initial flux but a finite mean lifetime. Continuous diffusion is outside the theorem. If it is discretised with a sharp absorbing boundary, the initial flux from equilibrium grows without limit as the grid is refined, and the lower bound tends to zero. In the other direction, the theorem is more general than kinetics, because it puts no sign condition on the entries of $K$ or $f$.

```lean
import Mathlib

open Matrix MeasureTheory Set

namespace FluxLifetimeBounds

noncomputable section

variable {n : Type*} [Fintype n] [DecidableEq n]

/-- The survival function `⟨f, exp(-tK) f⟩` at time `t`, where `K` is minus the symmetrised
generator. -/
def survival (K : Matrix n n ℝ) (f : n → ℝ) (t : ℝ) : ℝ :=
  f ⬝ᵥ (NormedSpace.exp ((-t) • K) *ᵥ f)

/-- The initial reactive flux: the rate at which survival is lost at time zero. -/
def initialFlux (K : Matrix n n ℝ) (f : n → ℝ) : ℝ := -deriv (survival K f) 0

/-- The mean lifetime: the survival probability integrated over all positive times. -/
def meanLifetime (K : Matrix n n ℝ) (f : n → ℝ) : ℝ := ∫ t in Ioi (0 : ℝ), survival K f t

/-- The decay rates of `K`: its real eigenvalues. -/
def decayRates (K : Matrix n n ℝ) : Set ℝ := {μ | ∃ v : n → ℝ, v ≠ 0 ∧ K *ᵥ v = μ • v}

/-- A quadratic form given by a diagonal matrix in rotated coordinates is a weighted sum of
squared components. -/
theorem quadratic_form_modes (U : Matrix n n ℝ) (d f : n → ℝ) :
    f ⬝ᵥ ((U * diagonal d * Uᵀ) *ᵥ f) = ∑ i, d i * (Uᵀ *ᵥ f) i ^ 2 := by
  rw [← mulVec_mulVec, ← mulVec_mulVec, dotProduct_mulVec, ← mulVec_transpose]
  simp only [dotProduct, mulVec_diagonal]
  exact Finset.sum_congr rfl fun i _ => by ring

/-- For positive definite `K`, `f` has mode amplitudes `c i` with decay rates `k i > 0` that give
its squared norm, its quadratic forms in `K` and `K⁻¹`, the eigenvector condition and the survival.
-/
theorem mode_expansion {K : Matrix n n ℝ} (hK : K.PosDef) (f : n → ℝ) :
    ∃ k c : n → ℝ, (∀ i, 0 < k i ∧ k i ∈ decayRates K) ∧
      f ⬝ᵥ f = ∑ i, c i ^ 2 ∧ f ⬝ᵥ (K *ᵥ f) = ∑ i, k i * c i ^ 2 ∧
      f ⬝ᵥ (K⁻¹ *ᵥ f) = ∑ i, (k i)⁻¹ * c i ^ 2 ∧
      (∀ μ : ℝ, K *ᵥ f = μ • f ↔ ∀ i, k i * c i = μ * c i) ∧
      ∀ t, survival K f t = ∑ i, Real.exp (-k i * t) * c i ^ 2 := by
  obtain ⟨U, k, hU, hKU, hk⟩ : ∃ (U : Matrix n n ℝ) (k : n → ℝ),
      Uᵀ * U = 1 ∧ K = U * diagonal k * Uᵀ ∧ ∀ i, 0 < k i := by
    have hs : ∀ V : Matrix n n ℝ, star V = Vᵀ := fun V => by
      rw [star_eq_conjTranspose, conjTranspose_eq_transpose_of_trivial]
    refine ⟨hK.1.eigenvectorUnitary, hK.1.eigenvalues, ?_, ?_, hK.eigenvalues_pos⟩
    · rw [← hs]
      exact Matrix.mem_unitaryGroup_iff'.mp hK.1.eigenvectorUnitary.2
    · have h := hK.1.spectral_theorem
      rw [Unitary.conjStarAlgAut_apply] at h
      rw [← hs]
      exact h
  have hU2 : U * Uᵀ = 1 := mul_eq_one_comm.mp hU
  have hUi : U⁻¹ = Uᵀ := inv_eq_right_inv hU2
  -- in mode coordinates `K` is diagonal
  have hc : ∀ v, Uᵀ *ᵥ (K *ᵥ v) = diagonal k *ᵥ (Uᵀ *ᵥ v) := fun v => by
    rw [hKU, mulVec_mulVec, mulVec_mulVec, Matrix.mul_assoc, ← Matrix.mul_assoc Uᵀ, hU,
      Matrix.one_mul]
  refine ⟨k, Uᵀ *ᵥ f, fun i => ⟨hk i, U *ᵥ Pi.single i 1, ?_, ?_⟩, ?_, ?_, ?_,
    fun μ => ⟨fun h i => ?_, fun h => ?_⟩, fun t => ?_⟩
  · intro h
    have h2 : Uᵀ *ᵥ (U *ᵥ Pi.single i (1 : ℝ)) = 0 := by rw [h, mulVec_zero]
    rw [mulVec_mulVec, hU, one_mulVec] at h2
    simpa using congrFun h2 i
  · have h1 : diagonal k *ᵥ Pi.single i (1 : ℝ) = k i • Pi.single i (1 : ℝ) := by
      funext j
      rw [mulVec_diagonal]
      by_cases h : j = i
      · subst h
        simp
      · simp [h]
    rw [hKU, mulVec_mulVec, Matrix.mul_assoc, hU, Matrix.mul_one, ← mulVec_mulVec, h1,
      mulVec_smul]
  · have h := quadratic_form_modes U (fun _ => 1) f
    rw [diagonal_one, Matrix.mul_one, hU2, one_mulVec] at h
    simpa only [one_mul] using h
  · rw [← quadratic_form_modes, ← hKU]
  · have hd : diagonal k * diagonal (fun i => (k i)⁻¹) = 1 := by
      rw [diagonal_mul_diagonal, ← diagonal_one]
      congr 1
      funext i
      exact mul_inv_cancel₀ (hk i).ne'
    have hinv : K⁻¹ = U * diagonal (fun i => (k i)⁻¹) * Uᵀ := by
      apply inv_eq_right_inv
      calc K * (U * diagonal (fun i => (k i)⁻¹) * Uᵀ)
          = U * (diagonal k * (Uᵀ * U) * diagonal (fun i => (k i)⁻¹)) * Uᵀ := by
            rw [hKU]
            simp only [Matrix.mul_assoc]
        _ = 1 := by rw [hU, Matrix.mul_one, hd, Matrix.mul_one, hU2]
    rw [hinv, quadratic_form_modes]
  · have h1 := congrFun (hc f) i
    rw [h, mulVec_smul, mulVec_diagonal] at h1
    exact h1.symm
  · have h2 : Uᵀ *ᵥ (K *ᵥ f) = Uᵀ *ᵥ (μ • f) := by
      rw [hc, mulVec_smul]
      funext i
      rw [mulVec_diagonal]
      exact h i
    have h3 := congrArg (fun v => U *ᵥ v) h2
    simp only [mulVec_mulVec, ← Matrix.mul_assoc, hU2, Matrix.one_mul, one_mulVec] at h3
    exact h3
  · -- the exponential acts on each mode separately
    have e : (-t) • K = U * diagonal (fun i => -k i * t) * U⁻¹ := by
      have e1 : diagonal (fun i => -k i * t) = (-t) • diagonal k := by
        rw [← diagonal_smul]
        congr 1
        funext i
        simp only [Pi.smul_apply, smul_eq_mul]
        ring
      rw [hUi, e1, Matrix.mul_smul, Matrix.smul_mul, ← hKU]
    have e2 : NormedSpace.exp (fun i => -k i * t) = fun i => Real.exp (-k i * t) := by
      funext i
      rw [Real.exp_eq_exp_ℝ]
      exact NormedSpace.map_exp (Pi.evalRingHom (fun _ : n => ℝ) i) (continuous_apply i) _
    unfold survival
    rw [e, Matrix.exp_conj _ _ ⟨⟨U, Uᵀ, hU2, hU⟩, rfl⟩, Matrix.exp_diagonal, hUi, e2,
      quadratic_form_modes]

/-- For positive definite `K`, survival has slope `-⟨f, K f⟩` at time zero. -/
theorem hasDerivAt_survival {K : Matrix n n ℝ} (hK : K.PosDef) (f : n → ℝ) :
    HasDerivAt (survival K f) (-(f ⬝ᵥ (K *ᵥ f))) 0 := by
  obtain ⟨k, c, -, -, hq, -, -, hs⟩ := mode_expansion hK f
  rw [funext hs, hq]
  have h : HasDerivAt (fun t : ℝ => ∑ i, Real.exp (-k i * t) * c i ^ 2)
      (∑ i, Real.exp (-k i * 0) * (-k i * 1) * c i ^ 2) 0 :=
    HasDerivAt.fun_sum fun i _ =>
      (((hasDerivAt_id' (0 : ℝ)).const_mul (-k i)).exp.mul_const (c i ^ 2))
  refine h.congr_deriv ?_
  rw [← Finset.sum_neg_distrib]
  exact Finset.sum_congr rfl fun i _ => by simp

/-- For positive definite `K`, survival is integrable over positive times and the mean
lifetime is `⟨f, K⁻¹ f⟩`. -/
theorem meanLifetime_eq {K : Matrix n n ℝ} (hK : K.PosDef) (f : n → ℝ) :
    IntegrableOn (survival K f) (Ioi 0) ∧ meanLifetime K f = f ⬝ᵥ (K⁻¹ *ᵥ f) := by
  obtain ⟨k, c, hk, -, -, hq, -, hs⟩ := mode_expansion hK f
  have hi : ∀ i, Integrable (fun t : ℝ => Real.exp (-k i * t) * c i ^ 2)
      (volume.restrict (Ioi 0)) :=
    fun i => (exp_neg_integrableOn_Ioi 0 (hk i).1).mul_const (c i ^ 2)
  unfold meanLifetime
  rw [funext hs, hq]
  refine ⟨integrable_finsetSum _ fun i _ => hi i, ?_⟩
  rw [integral_finsetSum _ fun i _ => hi i]
  refine Finset.sum_congr rfl fun i _ => ?_
  rw [integral_mul_const, integral_exp_mul_Ioi (neg_lt_zero.mpr (hk i).1) 0, mul_zero,
    Real.exp_zero, neg_div_neg_eq, one_div]

/-- For positive definite `K` with least decay rate `l` and a unit vector `f`, the mean lifetime
lies between the inverse initial flux and `1 / l`. The lower bound is attained exactly when `f`
is an eigenvector of `K`, the upper one exactly when `K f = l f`. -/
theorem inverse_flux_le_meanLifetime_le {K : Matrix n n ℝ} (hK : K.PosDef) {f : n → ℝ} {l : ℝ}
    (hf : f ⬝ᵥ f = 1) (hl : IsLeast (decayRates K) l) :
    1 / initialFlux K f ≤ meanLifetime K f ∧ meanLifetime K f ≤ 1 / l ∧
      (1 / initialFlux K f = meanLifetime K f ↔ ∃ μ : ℝ, K *ᵥ f = μ • f) ∧
      (meanLifetime K f = 1 / l ↔ K *ᵥ f = l • f) := by
  have hpos : ∀ x : n → ℝ, x ≠ 0 → 0 < x ⬝ᵥ (K *ᵥ x) := fun x hx => by
    have h := hK.dotProduct_mulVec_pos hx
    rwa [star_trivial] at h
  have ha : 0 < f ⬝ᵥ (K *ᵥ f) := hpos f (by rintro rfl; simp at hf)
  have hl0 : 0 < l := by
    obtain ⟨v, hv, hKv⟩ := hl.1
    have h := hpos v hv
    rw [hKv, dotProduct_smul, smul_eq_mul] at h
    have hvv : 0 ≤ v ⬝ᵥ v := Finset.sum_nonneg fun i _ => mul_self_nonneg (v i)
    by_contra hneg
    nlinarith [not_lt.mp hneg]
  obtain ⟨k, c, hk, hn, hq, hi, he, -⟩ := mode_expansion hK f
  rw [hf] at hn
  rw [initialFlux, (hasDerivAt_survival hK f).deriv, neg_neg, (meanLifetime_eq hK f).2,
    div_le_iff₀ ha, le_div_iff₀ hl0, div_eq_iff ha.ne', eq_div_iff hl0.ne', he l]
  generalize f ⬝ᵥ (K *ᵥ f) = a at ha hq ⊢
  generalize f ⬝ᵥ (K⁻¹ *ᵥ f) = b at hi ⊢
  have hinv : ∀ i, (k i)⁻¹ * k i = 1 := fun i => inv_mul_cancel₀ (hk i).1.ne'
  have hk0 : ∀ i, 0 < (k i)⁻¹ := fun i => inv_pos.mpr (hk i).1
  -- each gap is a sum of nonnegative contributions of the modes
  have gap1 : ∑ i, (k i)⁻¹ * ((k i - a) * c i) ^ 2 = a * (b * a - 1) := by
    calc _ = ∑ i, (k i * c i ^ 2 - 2 * a * c i ^ 2 + a ^ 2 * ((k i)⁻¹ * c i ^ 2)) :=
          Finset.sum_congr rfl fun i _ => by
            linear_combination (k i * c i ^ 2 - 2 * a * c i ^ 2) * hinv i
      _ = _ := by
          rw [Finset.sum_add_distrib, Finset.sum_sub_distrib, ← Finset.mul_sum,
            ← Finset.mul_sum, ← hn, ← hq, ← hi]
          ring
  have gap2 : ∑ i, (k i)⁻¹ * ((k i - l) * c i ^ 2) = 1 - b * l := by
    calc _ = ∑ i, (c i ^ 2 - l * ((k i)⁻¹ * c i ^ 2)) :=
          Finset.sum_congr rfl fun i _ => by linear_combination c i ^ 2 * hinv i
      _ = _ := by
          rw [Finset.sum_sub_distrib, ← Finset.mul_sum, ← hn, ← hi]
          ring
  have p1 : ∀ i ∈ Finset.univ, 0 ≤ (k i)⁻¹ * ((k i - a) * c i) ^ 2 :=
    fun i _ => mul_nonneg (hk0 i).le (sq_nonneg _)
  have p2 : ∀ i ∈ Finset.univ, 0 ≤ (k i)⁻¹ * ((k i - l) * c i ^ 2) := fun i _ =>
    mul_nonneg (hk0 i).le (mul_nonneg (sub_nonneg.mpr (hl.2 (hk i).2)) (sq_nonneg _))
  refine ⟨?_, by linarith [Finset.sum_nonneg p2], ⟨fun h => ⟨a, (he a).mpr fun i => ?_⟩, ?_⟩,
    fun h i => ?_, fun h => ?_⟩
  · have h := Finset.sum_nonneg p1
    rw [gap1] at h
    linarith [(mul_nonneg_iff_of_pos_left ha).mp h]
  · rw [← h, sub_self, mul_zero] at gap1
    have h0 := (Finset.sum_eq_zero_iff_of_nonneg p1).mp gap1 i (Finset.mem_univ i)
    have h1 := (mul_eq_zero.mp h0).resolve_left (hk0 i).ne'
    linear_combination (pow_eq_zero_iff two_ne_zero).mp h1
  · rintro ⟨μ, hμ⟩
    have h := (he μ).mp hμ
    have haμ : a = μ := by
      calc a = ∑ i, μ * c i ^ 2 := by
            rw [hq]
            exact Finset.sum_congr rfl fun i _ => by linear_combination c i * h i
        _ = μ := by rw [← Finset.mul_sum, ← hn, mul_one]
    have h0 : a * (b * a - 1) = 0 := by
      rw [← gap1]
      refine Finset.sum_eq_zero fun i _ => ?_
      rw [haμ]
      linear_combination (k i)⁻¹ * (k i - μ) * c i * h i
    linarith [(mul_eq_zero.mp h0).resolve_left ha.ne']
  · rw [h, sub_self] at gap2
    have h0 := (Finset.sum_eq_zero_iff_of_nonneg p2).mp gap2 i (Finset.mem_univ i)
    rcases mul_eq_zero.mp ((mul_eq_zero.mp h0).resolve_left (hk0 i).ne') with h1 | h1
    · linear_combination c i * h1
    · rw [(pow_eq_zero_iff two_ne_zero).mp h1, mul_zero, mul_zero]
  · have h0 : ∑ i, (k i)⁻¹ * ((k i - l) * c i ^ 2) = 0 :=
      Finset.sum_eq_zero fun i _ => by linear_combination (k i)⁻¹ * c i * h i
    linarith

end

end FluxLifetimeBounds
```

```lean
#print axioms FluxLifetimeBounds.inverse_flux_le_meanLifetime_le
```

```
'FluxLifetimeBounds.inverse_flux_le_meanLifetime_le' depends on axioms: [propext, Classical.choice, Quot.sound]
```

### From the mode expansion to the bounds

`quadratic_form_modes` writes $\langle f,U\,\mathrm{diag}(d)\,U^Tf\rangle$ as $\sum_i d_i(U^Tf)_i^2$. It is applied with $d_i$ equal to $1$, $k_i$, $1/k_i$ and $e^{-k_it}$.

`mode_expansion` carries out the diagonalisation. The spectral theorem supplies `U` and `k`, and the amplitudes `c` are `Uᵀ *ᵥ f`. The lemma shows that each `k i` is positive and is an eigenvalue, with the corresponding column of $U$ as its eigenvector. It then gives the sums for $\langle f,f\rangle$, $\langle f,Kf\rangle$, $\langle f,K^{-1}f\rangle$ and $S(t)$, and it translates $Kf=\mu f$ into $k_ic_i=\mu c_i$ for all $i$. The exponential is reduced to its modes by `Matrix.exp_conj` and `Matrix.exp_diagonal`.

`hasDerivAt_survival` differentiates the sum term by term, which proves that the derivative at zero exists and equals $-\langle f,Kf\rangle$. `meanLifetime_eq` shows that each exponential is integrable, using $k_i>0$, and exchanges the finite sum with the integral.

The main proof first obtains $a>0$ and $l>0$ from positive definiteness. It replaces the flux and the lifetime by their matrix elements and clears the denominators, which leaves $1\le ba$ and $bl\le1$. The `generalize` steps name the two matrix elements `a` and `b`, as above. The identities `gap1` and `gap2` are the two displayed sums, while `p1` and `p2` state that their terms are nonnegative. The bounds follow at once. For the equality cases, `Finset.sum_eq_zero_iff_of_nonneg` turns a vanishing sum into vanishing terms, and `linear_combination` does the remaining algebra in each mode.

### Positivity without symmetry is not enough

Take

$$K=\begin{pmatrix}1&1\\-1&1\end{pmatrix},\qquad f=\begin{pmatrix}1\\0\end{pmatrix}.$$

Here $\langle x,Kx\rangle=x_1^2+x_2^2$ is positive for every $x\ne0$, but $K$ is not symmetric. The survival function is $S(t)=e^{-t}\cos t$, so the initial flux is $1$ while the integral of $S$ is $1/2$. The inverse flux now exceeds the lifetime, and the lower bound fails. Since this $S$ takes negative values, it is not the surviving population of any kinetic scheme. The example shows that a positive quadratic form alone does not give the matrix inequality; it does not show that every kinetic model without detailed balance violates the bound.
